# Squares of coupled angular momenta commute for nested or disjoint sets of independent momenta

Take three spins. Coupling the first two and then adding the third gives states labelled by the intermediate spin $j_{01}$, the total spin $j$ and its projection $m$. With more momenta there are many such schemes, each a binary tree with an intermediate momentum at every node. For a whole basis of states to carry all these labels, the squares of the intermediate momenta must commute with one another and with the total $J_z$. They do, for any number of momenta, provided that the momenta being added commute with each other and that none is used twice in the tree.

## Independent momenta in a complex algebra

The derivation uses only products, sums and commutators. The operators are therefore elements of an associative algebra `A` over $\mathbb{C}$ with a unit, and the momenta are labelled by a type `ι`. No Hilbert space, Hermiticity or finite dimension is assumed. Unbounded operators, such as orbital momenta, fit once they are restricted to a common domain that they map into itself.

In Lean 4 with Mathlib:

```lean
import Mathlib

open Complex (I)
open scoped Kronecker

namespace CouplingTrees

noncomputable section

variable {ι A : Type*} [Ring A] [Algebra ℂ A]
```

A vector operator is a function on `Fin 3`, with $0,1,2$ standing for $x,y,z$. Addition in `Fin 3` is modulo 3, so one equation covers all three cyclic relations, in units with $\hbar=1$:

$$[J_a,J_{a+1}]=i\,J_{a+2}.$$

```lean
/-- The angular momentum relations `[J_x, J_y] = i J_z` and cyclic, with `ħ = 1`. -/
def IsAngularMomentum (J : Fin 3 → A) : Prop :=
  ∀ a, J a * J (a + 1) - J (a + 1) * J a = I • J (a + 2)
```

Write $J_{i,a}$ for component $a$ of momentum $i$. Each $J_i$ obeys these relations, and $[J_{i,a},J_{j,b}]=0$ for $i\neq j$. The second condition stands for momenta that act on different degrees of freedom: the spins of different particles, or the spin and the orbital momentum of one particle.

```lean
/-- A family of angular momenta that commute for different indices. -/
structure AngularMomenta (J : ι → Fin 3 → A) : Prop where
  momentum : ∀ i, IsAngularMomentum (J i)
  comm : ∀ i j, i ≠ j → ∀ a b, Commute (J i a) (J j b)
```

The square of a vector operator is $V^2=\sum_a V_aV_a$.

```lean
/-- The square `V²` of a vector operator. -/
def square (V : Fin 3 → A) : A := ∑ a, V a * V a
```

For a finite set $s$ of labels, the coupled momentum is $J_{s,a}=\sum_{i\in s}J_{i,a}$.

```lean
/-- The coupled momentum `J_s`, the sum of the `J_i` with `i` in `s`. -/
def coupled (J : ι → Fin 3 → A) (s : Finset ι) : Fin 3 → A := fun a => ∑ i ∈ s, J i a
```

Its square $J_s^2$ is the Casimir operator, with eigenvalues $j(j+1)$ in the usual representations.

```lean
/-- The Casimir operator `J_s²` of a coupled momentum. -/
def casimir (J : ι → Fin 3 → A) (s : Finset ι) : A := square (coupled J s)
```

## Commutators with a square

Suppose that $u$ commutes with every $V_a$. Then

$$[V^2,u]=\sum_a\big(V_a[V_a,u]+[V_a,u]V_a\big)=0.$$

The proof applies this to each product $V_aV_a$ and then to the sum.

```lean
omit [Algebra ℂ A] in
/-- An operator that commutes with all components of `V` commutes with `V²`. -/
theorem square_commute {V : Fin 3 → A} {u : A} (h : ∀ a, Commute (V a) u) :
    Commute (square V) u :=
  Commute.sum_left _ _ _ fun a _ => (h a).mul_left (h a)
```

The components of an angular momentum $Y$ do not commute with each other, yet each commutes with $Y^2$. Write $x,y,z$ for the components, with $[x,y]=iz$ and $[z,x]=iy$. The term $x^2$ commutes with $x$, and the other two give

$$[y^2+z^2,x]=\big(z[z,x]+[z,x]z\big)-\big(y[x,y]+[x,y]y\big)=i(zy+yz)-i(yz+zy)=0.$$

The auxiliary statement `key` is this computation: `noncomm_ring` checks the regrouping, and `module` cancels the terms after the commutators have been inserted. The other two components follow by cyclic relabelling.

```lean
/-- The square of an angular momentum commutes with each of its components. -/
theorem square_commute_component {Y : Fin 3 → A} (h : IsAngularMomentum Y) (a : Fin 3) :
    Commute (square Y) (Y a) := by
  have key : ∀ x y z : A, x * y - y * x = I • z → z * x - x * z = I • y →
      Commute (x * x + y * y + z * z) x := by
    intro x y z h1 h2
    rw [commute_iff_eq, ← sub_eq_zero]
    calc _ = (z * (z * x - x * z) + (z * x - x * z) * z)
          - (y * (x * y - y * x) + (x * y - y * x) * y) := by noncomm_ring
      _ = 0 := by
        rw [h1, h2]
        simp only [mul_smul_comm, smul_mul_assoc]
        module
  have e0 : square Y = Y 0 * Y 0 + Y 1 * Y 1 + Y 2 * Y 2 := Fin.sum_univ_three _
  have e1 : square Y = Y 1 * Y 1 + Y 2 * Y 2 + Y 0 * Y 0 := by rw [e0]; abel
  have e2 : square Y = Y 2 * Y 2 + Y 0 * Y 0 + Y 1 * Y 1 := by rw [e0]; abel
  fin_cases a
  · change Commute _ (Y 0); rw [e0]; exact key _ _ _ (h 0) (h 2)
  · change Commute _ (Y 1); rw [e1]; exact key _ _ _ (h 1) (h 0)
  · change Commute _ (Y 2); rw [e2]; exact key _ _ _ (h 2) (h 1)
```

## Commutators of partial sums

If $s$ and $t$ are disjoint, every pair $i\in s$, $j\in t$ has $i\ne j$, and therefore

$$[J_{s,a},J_{t,b}]=\sum_{i\in s}\sum_{j\in t}[J_{i,a},J_{j,b}]=0.$$

```lean
variable {J : ι → Fin 3 → A}

/-- For angular momenta that commute for different indices, the coupled momenta of disjoint sets
commute. -/
theorem coupled_commute (h : AngularMomenta J) {s t : Finset ι} (hst : Disjoint s t)
    (a b : Fin 3) : Commute (coupled J s a) (coupled J t b) :=
  Commute.sum_left _ _ _ fun i hi => Commute.sum_right _ _ _ fun j hj =>
    h.comm i j (fun e => Finset.disjoint_left.1 hst hi (e ▸ hj)) a b
```

For arbitrary finite sets, only the terms with $i=j$ survive in the commutator of successive components:

$$[J_{s,a},J_{t,a+1}]=\sum_{i\in s}\sum_{j\in t}\delta_{ij}\,i\,J_{i,a+2}=i\,J_{s\cap t,a+2},$$

where the factor $i$ in front of $J$ is the imaginary unit. In the proof, `key` evaluates a single term of the double sum, and the last step collapses the sum to the intersection. For $s=t$ the formula says that a coupled momentum is again an angular momentum.

```lean
variable [DecidableEq ι]

/-- For angular momenta that commute for different indices, the commutator of successive components
of two coupled momenta is carried by the common indices: `[J_s,x , J_t,y] = i J_(s ∩ t),z` and
cyclic. -/
theorem coupled_commutator (h : AngularMomenta J) (s t : Finset ι) (a : Fin 3) :
    coupled J s a * coupled J t (a + 1) - coupled J t (a + 1) * coupled J s a
      = I • coupled J (s ∩ t) (a + 2) := by
  have key : ∀ i j, J i a * J j (a + 1) - J j (a + 1) * J i a
      = if i = j then I • J i (a + 2) else 0 := by
    intro i j
    split_ifs with e
    · subst e
      exact h.momentum i a
    · exact sub_eq_zero.2 (h.comm i j e _ _).eq
  calc _ = ∑ i ∈ s, ∑ j ∈ t, (J i a * J j (a + 1) - J j (a + 1) * J i a) := by
        simp only [coupled, Finset.sum_sub_distrib, Finset.sum_mul_sum]
        congr 1
        exact Finset.sum_comm
    _ = _ := by
        simp only [key, Finset.sum_ite_eq, Finset.sum_ite_mem, coupled, Finset.smul_sum]
```

## Nested sets and disjoint sets

Let $s\subseteq t$ and split the larger momentum into two parts:

$$J_{t,a}=J_{t\setminus s,a}+J_{s,a}.$$

The first part commutes with all components of $J_s$, because the sets are disjoint, and hence with $J_s^2$. The second part commutes with $J_s^2$ because $J_s$ is an angular momentum. So $[J_s^2,J_{t,a}]=0$. The proof establishes these two facts and adds them with `add_right`.

```lean
/-- For angular momenta that commute for different indices: if `s` is contained in `t`, then `J_s²`
commutes with every component of `J_t`. -/
theorem casimir_commute_coupled (h : AngularMomenta J) {s t : Finset ι} (hst : s ⊆ t)
    (a : Fin 3) : Commute (casimir J s) (coupled J t a) := by
  -- split `J_t` into `J_s` and the rest
  have e : coupled J t a = coupled J (t \ s) a + coupled J s a := (Finset.sum_sdiff hst).symm
  have hs : IsAngularMomentum (coupled J s) := fun b => by
    have := coupled_commutator h s s b
    rwa [Finset.inter_self] at this
  have hd : Disjoint s (t \ s) := Finset.disjoint_sdiff
  rw [e]
  exact (square_commute fun b => coupled_commute h hd b a).add_right
    (square_commute_component hs a)
```

The result for two squares has three cases.

- If $s\subseteq t$, then $J_s^2$ commutes with every $J_{t,a}$, hence with $J_t^2$.
- If $t\subseteq s$, the same argument applies with the roles exchanged.
- If $s$ and $t$ are disjoint, all components of $J_s$ commute with all components of $J_t$, and so do the squares.

```lean
/-- For angular momenta that commute for different indices, `J_s²` and `J_t²` commute whenever `s`
and `t` are nested or disjoint. -/
theorem casimir_commute (h : AngularMomenta J) {s t : Finset ι}
    (hst : s ⊆ t ∨ t ⊆ s ∨ Disjoint s t) : Commute (casimir J s) (casimir J t) := by
  rcases hst with e | e | e
  · exact (square_commute fun a => (casimir_commute_coupled h e a).symm).symm
  · exact square_commute fun a => (casimir_commute_coupled h e a).symm
  · have c : ∀ a, Commute (casimir J t) (coupled J s a) := fun a =>
      square_commute fun b => (coupled_commute h e a b).symm
    exact square_commute fun a => (c a).symm
```

## Binary coupling trees

A coupling scheme is either a single momentum or two schemes joined at a node. For three spins, coupling 0 with 1 and then adding 2 is the tree $((0,1),2)$.

```lean
/-- A binary coupling scheme: a single momentum, or two schemes coupled together. -/
inductive Tree (ι : Type*)
  | leaf (i : ι) : Tree ι
  | node (l r : Tree ι) : Tree ι
```

The momenta of a tree are the labels at its leaves.

```lean
/-- The indices of all momenta coupled by a tree. -/
def Tree.momenta : Tree ι → Finset ι
  | .leaf i => {i}
  | .node l r => l.momenta ∪ r.momenta
```

At each node the two branches must have no label in common. Physically, no momentum is added twice.

```lean
/-- A tree is proper if the two branches at each node have no momentum in common. -/
def Tree.Proper : Tree ι → Prop
  | .leaf _ => True
  | .node l r => l.Proper ∧ r.Proper ∧ Disjoint l.momenta r.momenta
```

Each leaf and each node has a cluster, the set of labels coupled there. The tree $((0,1),2)$ has the clusters $\{0\}$, $\{1\}$, $\{2\}$, $\{0,1\}$ and $\{0,1,2\}$.

```lean
/-- The index sets of the momenta coupled at the leaves and nodes of a tree. -/
def Tree.clusters : Tree ι → Finset (Finset ι)
  | .leaf i => {{i}}
  | .node l r => insert (l.momenta ∪ r.momenta) (l.clusters ∪ r.clusters)
```

Every cluster is contained in the set of all momenta of the tree. This holds for a leaf. At a node, a cluster is either the full set or a cluster of one branch, whose labels are among those of the node.

```lean
/-- Each cluster of a tree consists of momenta of the tree. -/
theorem cluster_subset {T : Tree ι} {u : Finset ι} (hu : u ∈ T.clusters) :
    u ⊆ T.momenta := by
  induction T with
  | leaf i => exact (Finset.mem_singleton.1 hu).subset
  | node l r ihl ihr =>
    simp only [Tree.clusters, Finset.mem_insert, Finset.mem_union] at hu
    rcases hu with e | hu | hu
    · exact e.subset
    · exact (ihl hu).trans Finset.subset_union_left
    · exact (ihr hu).trans Finset.subset_union_right
```

Any two clusters $u$ and $v$ of a proper tree are nested or disjoint. For a leaf they are equal. At a node there are three possibilities:

- one of them is the full set and contains the other;
- both lie in the same branch, and the claim holds by induction;
- they lie in different branches, and are disjoint because the branches are.

The nested case splits in the proof follow this list.

```lean
/-- Any two clusters of a proper coupling tree are nested or disjoint. -/
theorem clusters_nested_or_disjoint {T : Tree ι} (hT : T.Proper) {u v : Finset ι}
    (hu : u ∈ T.clusters) (hv : v ∈ T.clusters) : u ⊆ v ∨ v ⊆ u ∨ Disjoint u v := by
  induction T with
  | leaf i =>
    exact Or.inl ((Finset.mem_singleton.1 hu).trans (Finset.mem_singleton.1 hv).symm).subset
  | node l r ihl ihr =>
    obtain ⟨hl, hr, hd⟩ := hT
    have hu' := cluster_subset hu
    have hv' := cluster_subset hv
    simp only [Tree.clusters, Finset.mem_insert, Finset.mem_union] at hu hv
    rcases hu with e | hu
    · exact Or.inr (Or.inl (hv'.trans e.symm.subset))
    rcases hv with e | hv
    · exact Or.inl (hu'.trans e.symm.subset)
    rcases hu with hu | hu <;> rcases hv with hv | hv
    · exact ihl hl hu hv
    · exact Or.inr (Or.inr (hd.mono (cluster_subset hu) (cluster_subset hv)))
    · exact Or.inr (Or.inr (hd.mono (cluster_subset hv) (cluster_subset hu)).symm)
    · exact ihr hr hu hv
```

Combining this with the result for two squares gives the theorem. Let $T$ be a proper tree and $u$ one of its clusters. Then

$$[J_u^2,J_v^2]=0\quad\text{for every cluster } v,\qquad [J_u^2,J_{T,a}]=0\quad\text{for } a=0,1,2,$$

where $J_T$ is the total momentum of the tree. The clusters include the leaves and the root, so the squares of the individual momenta and of the total are covered.

```lean
/-- For angular momenta that commute for different indices and a proper binary coupling tree, the
Casimirs of all clusters commute with one another and with every component of the total momentum of
the tree. -/
theorem tree_casimirs_commute (h : AngularMomenta J) {T : Tree ι} (hT : T.Proper)
    {u : Finset ι} (hu : u ∈ T.clusters) :
    (∀ v ∈ T.clusters, Commute (casimir J u) (casimir J v)) ∧
      ∀ a, Commute (casimir J u) (coupled J T.momenta a) :=
  ⟨fun _ hv => casimir_commute h (clusters_nested_or_disjoint hT hu hv),
    casimir_commute_coupled h (cluster_subset hu)⟩
```

The theorem concerns commutators only; it does not construct eigenvectors or say whether the labels identify a state uniquely. In electronic structure, spin functions built by adding one electron spin at a time carry the labels of a chain-shaped tree, and the theorem gives the compatibility of those labels for finitely many spins, without reference to a Hamiltonian.

## Three spins one half

A concrete model starts from the matrices $S_a=\sigma_a/2$, with $\sigma_a$ the Pauli matrices.

```lean
/-- The spin matrices of a spin one half. -/
def spinHalf : Fin 3 → Matrix (Fin 2) (Fin 2) ℂ :=
  ![!![0, 1 / 2; 1 / 2, 0], !![0, -I / 2; I / 2, 0], !![1 / 2, 0; 0, -1 / 2]]
```

Three spins act on $\mathbb{C}^2\otimes\mathbb{C}^2\otimes\mathbb{C}^2$ through

$$S_a\otimes 1\otimes 1,\qquad 1\otimes S_a\otimes 1,\qquad 1\otimes 1\otimes S_a.$$

In `threeSpins` the first index selects the spin and the second the component.

```lean
local notation "𝟙" => (1 : Matrix (Fin 2) (Fin 2) ℂ)

/-- Three spins one half, each acting on its own factor of the product space. -/
def threeSpins : Fin 3 → Fin 3 → Matrix (Fin 2 × Fin 2 × Fin 2) (Fin 2 × Fin 2 × Fin 2) ℂ :=
  ![fun a => spinHalf a ⊗ₖ (𝟙 ⊗ₖ 𝟙), fun a => 𝟙 ⊗ₖ (spinHalf a ⊗ₖ 𝟙),
    fun a => 𝟙 ⊗ₖ (𝟙 ⊗ₖ spinHalf a)]
```

The relations for one spin are checked entry by entry. They carry over to each factor by $(A\otimes B)(C\otimes D)=AC\otimes BD$. The same rule shows that operators on different factors commute, since both orders give the same Kronecker product. The theorem therefore applies to this eight-dimensional system.

```lean
/-- Three spins one half are angular momenta that commute for different indices. -/
theorem threeSpins_witness : AngularMomenta threeSpins where
  momentum := by
    have hS : IsAngularMomentum spinHalf := by
      intro a
      fin_cases a <;> ext i j <;> fin_cases i <;> fin_cases j <;>
        simp [spinHalf, Complex.ext_iff] <;> norm_num
    intro i a
    have h := sub_eq_iff_eq_add.1 (hS a)
    fin_cases i <;>
      simp [threeSpins, ← Matrix.mul_kronecker_mul, h, Matrix.add_kronecker,
        Matrix.kronecker_add, Matrix.smul_kronecker, Matrix.kronecker_smul]
  comm := by
    intro i j hij a b
    fin_cases i <;> fin_cases j <;>
      simp [threeSpins, commute_iff_eq, ← Matrix.mul_kronecker_mul] at hij ⊢

end

end CouplingTrees
```

```lean
#print axioms CouplingTrees.coupled_commute
#print axioms CouplingTrees.tree_casimirs_commute
```

```
'CouplingTrees.coupled_commute' depends on axioms: [propext, Classical.choice, Quot.sound]
'CouplingTrees.tree_casimirs_commute' depends on axioms: [propext, Classical.choice, Quot.sound]
```

## The labels of one doublet state

Let $P_{ij}$ exchange spins $i$ and $j$. For spins one half, $\mathbf S_i\cdot\mathbf S_j=\tfrac12P_{ij}-\tfrac14$, and each single spin has square $\tfrac34$. Hence

$$J_{01}^2=1+P_{01},\qquad J_{12}^2=1+P_{12},\qquad J_{012}^2=\tfrac34+P_{01}+P_{02}+P_{12}.$$

Take the normalised state in which spins 0 and 1 form a singlet and spin 2 points up:

$$\psi=\tfrac1{\sqrt2}\big(|{\uparrow\downarrow\uparrow}\rangle-|{\downarrow\uparrow\uparrow}\rangle\big).$$

Exchanging 0 and 1 gives $P_{01}\psi=-\psi$. The other two exchanges give

$$P_{02}\psi=\tfrac1{\sqrt2}\big(|{\uparrow\downarrow\uparrow}\rangle-|{\uparrow\uparrow\downarrow}\rangle\big),\qquad P_{12}\psi=\tfrac1{\sqrt2}\big(|{\uparrow\uparrow\downarrow}\rangle-|{\downarrow\uparrow\uparrow}\rangle\big),$$

and their sum is $\psi$. Therefore $J_{01}^2\psi=0$ and $J_{012}^2\psi=\tfrac34\psi$. The state carries the labels $j_{01}=0$, $j=\tfrac12$ and $m=\tfrac12$ of the tree $((0,1),2)$.

The sets $\{0,1\}$ and $\{1,2\}$ overlap without being nested, so the theorem is silent about them. Direct calculation with the same state gives $J_{12}^2J_{01}^2\psi=0$, whereas

$$J_{01}^2J_{12}^2\psi=\tfrac1{\sqrt2}\big(2|{\uparrow\uparrow\downarrow}\rangle-|{\uparrow\downarrow\uparrow}\rangle-|{\downarrow\uparrow\uparrow}\rangle\big)\neq0.$$

These two squares do not commute, and $j_{01}$ and $j_{12}$ belong to different coupling trees.
